# Canting in a one-angle double-exchange model: in the canted range the ground energy is strictly concave in doping, and phase separation lowers the energy

## Carriers in an antiferromagnet

Take an insulating antiferromagnet in which neighbouring localised spins are antiparallel, and dope it with a few mobile carriers. Strong Hund coupling forces a carrier's spin to follow the local spin on each site, so hopping between two sites is easiest when their spins are parallel. The carriers therefore favour ferromagnetism, while superexchange favours antiferromagnetism. De Gennes's compromise is a canted state, in which the two sublattices enclose an angle between $0$ and $\pi$. Is this homogeneous canted state stable, or does the magnet gain energy by separating into regions of different doping?

In the simplest zero-temperature version, the spins are classical and one angle $t$ describes the whole magnet. With $x$ carriers per site, the energy per site is

$$E(x,t) = J\cos t - x\,b\cos(t/2).$$

The constant $J>0$ is the antiferromagnetic superexchange energy per site, with spin length and number of neighbours absorbed. The constant $b>0$ is the energy that one carrier gains at the bottom of its band when the sublattices are parallel; it also absorbs the number of neighbours. The factor $\cos(t/2)$ is the reduction of the hopping amplitude by the misalignment of the spins. Here $t$ is an angle, often written $\theta$ elsewhere, and not a hopping amplitude.

## Canted minimum, concavity and separation

The ground energy $E_0(x)$ of the homogeneous phase is the infimum of $E(x,t)$ over all real $t$. In Lean, `energy J b x t` is $E(x,t)$, and `groundEnergy J b x` is the infimum `sInf` of the set of its values. All parameters are real numbers. For $J,b>0$ the theorems say the following.

- **`isLeast_canted`**: for $0\le x\le 4J/b$, the minimum is attained and equals $-J-x^2b^2/(8J)$. The predicate `IsLeast` says that this number is one of the energies and that no energy lies below it.
- **`canting_angle`**: in the same range, $t$ is optimal exactly when $\cos(t/2)=xb/(4J)$. The sublattices are antiparallel at $x=0$, parallel at $x=4J/b$ and canted in between.
- **`isLeast_ferromagnetic`**: for $x\ge 4J/b$, the minimum is $J-xb$, the energy of parallel sublattices.
- **`strictConcaveOn_groundEnergy`**: $E_0$ is strictly concave on the closed interval $[0,4J/b]$.
- **`phase_separation`**: if $0\le p<4J/b$ and $p<x<q$, then
$$\frac{q-x}{q-p}E_0(p)+\frac{x-p}{q-p}E_0(q)<E_0(x).$$
- **`end_phase_gain`**: for $0\le x\le 4J/b$, separating into the phases with dopings $0$ and $4J/b$ gains exactly $xb(4J-xb)/(8J)$ per site. This is positive in the interior of the interval and zero at its ends.

The weights in `phase_separation` are the lever rule: they are the fractions of sites in the two phases, fixed by the mean doping $x$. The condition $p<4J/b$ is needed for the strict inequality, because for $p\ge 4J/b$ all three energies lie on the straight line $J-xb$ and the two sides are equal.

The hypotheses do not supply the step from a crystal of interacting electrons to the function $E(x,t)$. That step puts every carrier at the band bottom, which makes the energy linear in $x$ at fixed angle, and it lets the energies of two regions simply add, without interface or Coulomb energy. Nor is $x$ bounded above, although a doping per site normally is.

The linearity has a visible consequence. Both $x$ and $q$ may lie in the ferromagnetic range, so even a homogeneous ferromagnet is unstable here against a mixture that contains a phase of doping below $4J/b$. In a real band, the filling of higher states and the charging of the regions oppose such crowding of carriers.

For calculations on doped magnets, the result is a caution within this classical one-angle model: an energy that is minimal in the canting angle at fixed doping can still lie above that of a mixture of two dopings.

## Derivation by completing the square

Write $c=\cos(t/2)$. Since $\cos t=2c^2-1$,

$$E(x,t)=2Jc^2-J-xbc=-J-\frac{x^2b^2}{8J}+2J\left(c-\frac{xb}{4J}\right)^2 .$$

**Canted range.** The square is never negative, so $-J-x^2b^2/(8J)$ is a lower bound. It is reached exactly when $c=xb/(4J)$. For $0\le x\le 4J/b$ this number lies in $[0,1]$, so it is the cosine of some half-angle.

**Ferromagnetic range.** For $x\ge 4J/b$ compare with the energy at $t=0$:

$$E(x,t)-(J-xb)=(1-c)(xb-4J)+2J(1-c)^2\ge 0 .$$

Both terms are non-negative because $c\le 1$ and $xb\ge 4J$.

**Strict concavity.** Let $p\ne q$ be two dopings in $[0,4J/b]$, and let $u,v>0$ with $u+v=1$. From $up^2+vq^2-(up+vq)^2=uv(p-q)^2$ it follows that

$$E_0(up+vq)-uE_0(p)-vE_0(q)=\frac{uv(p-q)^2b^2}{8J}>0 .$$

**Phase separation.** The phase at $q$ may be ferromagnetic, so the parabola alone is not enough. Choose an optimal angle $t_*$ at doping $x$. At fixed angle $E$ is affine in the doping, hence

$$E_0(x)=E(x,t_*)=\frac{q-x}{q-p}E(p,t_*)+\frac{x-p}{q-p}E(q,t_*).$$

Each phase can now relax its own angle, so $E(p,t_*)\ge E_0(p)$ and $E(q,t_*)\ge E_0(q)$. The first inequality is strict. At doping $p$, optimality would require $\cos(t_*/2)=pb/(4J)$, but $\cos(t_*/2)$ equals $xb/(4J)$ if $x\le 4J/b$, and $t_*=0$ gives $1$ if $x\ge 4J/b$. Both values exceed $pb/(4J)$. Since the weight of the phase at $p$ is positive, the mixture lies strictly below $E_0(x)$.

**Gain for the end phases.** Here $E_0(0)=-J$ and $E_0(4J/b)=-3J$, with weights $1-xb/(4J)$ and $xb/(4J)$. The mixture has energy $-J-xb/2$, and

$$E_0(x)-\left(-J-\frac{xb}{2}\right)=\frac{xb}{2}-\frac{x^2b^2}{8J}=\frac{xb(4J-xb)}{8J}.$$

## Numbers for $b=8J$

Measure energies in units of $J$, so that $J=1$ and $b=8$. The ferromagnetic range begins at $x=4/8=0.5$.

At $x=0.25$ we have $xb=2$ and $\cos(t/2)=0.5$, so the sublattices enclose $120^\circ$. The energy is $\cos 120^\circ-2\cdot 0.5=-1.5$, in agreement with $-1-2^2/8$.

A mixture of equal parts of the phases at $0$ and $0.5$ has energy $(-1-3)/2=-2$. The gain is $0.5$, as the formula $2(4-2)/8$ gives.

## The angle restricted to $[0,\pi]$

The angle between two classical spins is usually taken in $[0,\pi]$, whereas the infimum here runs over all real $t$. Outside that interval $\cos(t/2)$ can be negative, although the hopping amplitude depends physically on its magnitude. For $x\ge 0$ this does no harm: the minima found above are already reached in $[0,\pi]$, where $\cos(t/2)$ takes every value from $0$ to $1$.

With the infimum taken over $[0,\pi]$, the ground energy at non-negative doping would be the same. The optimal angle in the canted range would become unique, $t=2\arccos\bigl(xb/(4J)\bigr)$, and the proofs would have to check in addition that the chosen angle lies in the interval.

## The Lean development

```lean
import Mathlib

open Real Set

namespace DeGennesCanting

noncomputable section

/-- Energy per site of a double-exchange magnet with doping `x` whose two sublattices
enclose the angle `t`: superexchange `J cos t` and carrier energy `-x b cos (t/2)`. -/
def energy (J b x t : ℝ) : ℝ := J * cos t - x * b * cos (t / 2)

/-- Ground energy of the homogeneous phase at doping `x`: the infimum of the energy over all real
values of the angle `t`. -/
def groundEnergy (J b x : ℝ) : ℝ := sInf (range (energy J b x))

/-- The energy as a polynomial of degree at most two in `cos (t/2)`. -/
theorem energy_eq_half_angle (J b x t : ℝ) :
    energy J b x t = 2 * J * cos (t / 2) ^ 2 - J - x * b * cos (t / 2) := by
  have h : cos t = 2 * cos (t / 2) ^ 2 - 1 := by
    rw [← Real.cos_two_mul]
    congr 1
    ring
  unfold energy
  rw [h]
  ring

/-- Completing the square, for `J ≠ 0`: the energy is a constant plus a multiple of the
squared deviation of `cos (t/2)` from `x b / (4 J)`. -/
theorem energy_eq_square {J : ℝ} (hJ : J ≠ 0) (b x t : ℝ) :
    energy J b x t = -J - x ^ 2 * b ^ 2 / (8 * J)
      + 2 * J * (cos (t / 2) - x * b / (4 * J)) ^ 2 := by
  rw [energy_eq_half_angle]
  field_simp
  ring

/-- For `J > 0` the ground energy is a lower bound for the energy at every angle. -/
theorem groundEnergy_le {J : ℝ} (hJ : 0 < J) (b x t : ℝ) :
    groundEnergy J b x ≤ energy J b x t := by
  refine csInf_le ⟨-J - x ^ 2 * b ^ 2 / (8 * J), ?_⟩ ⟨t, rfl⟩
  rintro _ ⟨s, rfl⟩
  rw [energy_eq_square hJ.ne']
  have : 0 ≤ 2 * J * (cos (s / 2) - x * b / (4 * J)) ^ 2 := by positivity
  linarith

/-- For `J, b > 0` and `0 ≤ x ≤ 4J/b`, the minimum of the energy over the angle is attained
and equals `-J - x² b² / (8J)`. -/
theorem isLeast_canted {J b x : ℝ} (hJ : 0 < J) (hb : 0 < b) (hx0 : 0 ≤ x)
    (hx : x ≤ 4 * J / b) :
    IsLeast (range (energy J b x)) (-J - x ^ 2 * b ^ 2 / (8 * J)) := by
  constructor
  · -- the canting angle exists because its half-angle cosine lies in [0, 1]
    have h0 : 0 ≤ x * b / (4 * J) := by positivity
    have h1 : x * b / (4 * J) ≤ 1 :=
      (div_le_one (by positivity)).2 ((le_div_iff₀ hb).1 hx)
    refine ⟨2 * arccos (x * b / (4 * J)), ?_⟩
    have h2 : 2 * arccos (x * b / (4 * J)) / 2 = arccos (x * b / (4 * J)) := by ring
    rw [energy_eq_square hJ.ne', h2, Real.cos_arccos (by linarith) h1]
    ring
  · rintro _ ⟨t, rfl⟩
    rw [energy_eq_square hJ.ne']
    have : 0 ≤ 2 * J * (cos (t / 2) - x * b / (4 * J)) ^ 2 := by positivity
    linarith

/-- For `J, b > 0` and `x ≥ 4J/b`, the minimum of the energy over the angle is `J - x b`,
the energy of parallel sublattices. -/
theorem isLeast_ferromagnetic {J b x : ℝ} (hJ : 0 < J) (hb : 0 < b)
    (hx : 4 * J / b ≤ x) : IsLeast (range (energy J b x)) (J - x * b) := by
  constructor
  · exact ⟨0, by simp [energy]⟩
  · rintro _ ⟨t, rfl⟩
    rw [energy_eq_half_angle]
    have h1 : 0 ≤ 1 - cos (t / 2) := sub_nonneg.2 (Real.cos_le_one _)
    have h2 : 0 ≤ x * b - 4 * J := sub_nonneg.2 ((div_le_iff₀ hb).1 hx)
    nlinarith [mul_nonneg h1 h2, mul_nonneg hJ.le (sq_nonneg (1 - cos (t / 2)))]

/-- For `J, b > 0` and `0 ≤ x ≤ 4J/b`, an angle `t` has the ground energy exactly when
`cos (t/2) = x b / (4J)`. -/
theorem canting_angle {J b x : ℝ} (hJ : 0 < J) (hb : 0 < b) (hx0 : 0 ≤ x)
    (hx : x ≤ 4 * J / b) (t : ℝ) :
    energy J b x t = groundEnergy J b x ↔ cos (t / 2) = x * b / (4 * J) := by
  have hg : groundEnergy J b x = _ := (isLeast_canted hJ hb hx0 hx).csInf_eq
  rw [hg, energy_eq_square hJ.ne']
  constructor
  · intro h
    have h1 : 2 * J * (cos (t / 2) - x * b / (4 * J)) ^ 2 = 0 := by linarith
    have h2 := (mul_eq_zero.1 h1).resolve_left (by positivity)
    exact sub_eq_zero.1 ((pow_eq_zero_iff two_ne_zero).1 h2)
  · intro h
    rw [h]
    ring

/-- For `J, b > 0` the ground energy is a strictly concave function of the doping on
`0 ≤ x ≤ 4J/b`. -/
theorem strictConcaveOn_groundEnergy {J b : ℝ} (hJ : 0 < J) (hb : 0 < b) :
    StrictConcaveOn ℝ (Icc 0 (4 * J / b)) (groundEnergy J b) := by
  refine ⟨convex_Icc _ _, fun p hp q hq hpq u v hu hv huv => ?_⟩
  have hm := convex_Icc _ _ hp hq hu.le hv.le huv
  simp only [smul_eq_mul] at hm ⊢
  have e1 : groundEnergy J b p = _ := (isLeast_canted hJ hb hp.1 hp.2).csInf_eq
  have e2 : groundEnergy J b q = _ := (isLeast_canted hJ hb hq.1 hq.2).csInf_eq
  have e3 : groundEnergy J b (u * p + v * q) = _ :=
    (isLeast_canted hJ hb hm.1 hm.2).csInf_eq
  rw [e1, e2, e3]
  -- the gap between the curve and its chord
  have hpos : 0 < u * v * (p - q) ^ 2 * b ^ 2 / (8 * J) := by
    have := sub_ne_zero.2 hpq
    positivity
  have hgap : -J - (u * p + v * q) ^ 2 * b ^ 2 / (8 * J)
      - (u * (-J - p ^ 2 * b ^ 2 / (8 * J)) + v * (-J - q ^ 2 * b ^ 2 / (8 * J)))
      = u * v * (p - q) ^ 2 * b ^ 2 / (8 * J) := by
    obtain rfl : v = 1 - u := by linarith
    field_simp
    ring
  linarith

/-- Phase separation: for `J, b > 0`, `0 ≤ p < 4J/b` and `p < x < q`, the mixture of the
phases with dopings `p` and `q` that has mean doping `x` lies strictly below the
homogeneous ground energy at `x`. -/
theorem phase_separation {J b p x q : ℝ} (hJ : 0 < J) (hb : 0 < b) (hp0 : 0 ≤ p)
    (hp : p < 4 * J / b) (hpx : p < x) (hxq : x < q) :
    (q - x) / (q - p) * groundEnergy J b p + (x - p) / (q - p) * groundEnergy J b q
      < groundEnergy J b x := by
  -- an optimal angle at doping x, which is not optimal at doping p
  have key : ∃ t, energy J b x t = groundEnergy J b x ∧ cos (t / 2) ≠ p * b / (4 * J) := by
    rcases le_total x (4 * J / b) with hx | hx
    · have hl := isLeast_canted hJ hb (hp0.trans hpx.le) hx
      obtain ⟨t, ht⟩ := hl.1
      have hE : energy J b x t = groundEnergy J b x := ht.trans hl.csInf_eq.symm
      refine ⟨t, hE, ?_⟩
      rw [(canting_angle hJ hb (hp0.trans hpx.le) hx t).1 hE]
      have : p * b / (4 * J) < x * b / (4 * J) := by gcongr
      exact this.ne'
    · have hg : groundEnergy J b x = _ := (isLeast_ferromagnetic hJ hb hx).csInf_eq
      refine ⟨0, by rw [hg]; simp [energy], ?_⟩
      have : p * b / (4 * J) < 1 :=
        (div_lt_one (by positivity)).2 ((lt_div_iff₀ hb).1 hp)
      rw [zero_div, Real.cos_zero]
      exact this.ne'
  obtain ⟨t, ht, hne⟩ := key
  have h1 : groundEnergy J b p < energy J b p t :=
    lt_of_le_of_ne (groundEnergy_le hJ b p t)
      (fun h => hne ((canting_angle hJ hb hp0 hp.le t).1 h.symm))
  have h2 := groundEnergy_le hJ b q t
  have hqp : 0 < q - p := by linarith
  -- at fixed angle the energy is affine in the doping
  have haff : energy J b x t
      = (q - x) / (q - p) * energy J b p t + (x - p) / (q - p) * energy J b q t := by
    have := hqp.ne'
    unfold energy
    field_simp
    ring
  rw [← ht, haff]
  exact add_lt_add_of_lt_of_le
    (mul_lt_mul_of_pos_left h1 (div_pos (by linarith) hqp))
    (mul_le_mul_of_nonneg_left h2 (div_nonneg (by linarith) hqp.le))

/-- For `J, b > 0` and `0 ≤ x ≤ 4J/b`, the homogeneous ground energy exceeds that of the
mixture of the phases with dopings `0` and `4J/b` by `x b (4J - x b) / (8J)`. -/
theorem end_phase_gain {J b x : ℝ} (hJ : 0 < J) (hb : 0 < b) (hx0 : 0 ≤ x)
    (hx : x ≤ 4 * J / b) :
    groundEnergy J b x - ((1 - x * b / (4 * J)) * groundEnergy J b 0
      + x * b / (4 * J) * groundEnergy J b (4 * J / b))
      = x * b * (4 * J - x * b) / (8 * J) := by
  have hc : 0 ≤ 4 * J / b := by positivity
  have e1 : groundEnergy J b x = _ := (isLeast_canted hJ hb hx0 hx).csInf_eq
  have e2 : groundEnergy J b 0 = _ := (isLeast_canted hJ hb le_rfl hc).csInf_eq
  have e3 : groundEnergy J b (4 * J / b) = _ := (isLeast_canted hJ hb hc le_rfl).csInf_eq
  rw [e1, e2, e3]
  field_simp
  ring

end

end DeGennesCanting
```

```lean
#print axioms DeGennesCanting.strictConcaveOn_groundEnergy
-- 'DeGennesCanting.strictConcaveOn_groundEnergy' depends on axioms: [propext, Classical.choice, Quot.sound]
#print axioms DeGennesCanting.phase_separation
-- 'DeGennesCanting.phase_separation' depends on axioms: [propext, Classical.choice, Quot.sound]
#print axioms DeGennesCanting.end_phase_gain
-- 'DeGennesCanting.end_phase_gain' depends on axioms: [propext, Classical.choice, Quot.sound]
```

## From the square to the mixture in Lean

`energy_eq_half_angle` replaces $\cos t$ by $2\cos^2(t/2)-1$, using Mathlib's double-angle formula. `energy_eq_square` completes the square; `field_simp` clears the denominators and `ring` checks the remaining polynomial identity. `groundEnergy_le` then says that the infimum lies below every energy. For this it has to show that the energies are bounded below, and the completed square supplies the bound.

`isLeast_canted` has two halves. The first exhibits the angle `2 * arccos (x * b / (4 * J))`; the bounds `h0` and `h1` place the argument of the arccosine in $[0,1]$, so that taking the cosine returns it. The second half discards the non-negative square, whose sign `positivity` establishes.

In `isLeast_ferromagnetic` the angle $0$ attains the value. For the lower bound, `nlinarith` receives the two products that appear in the derivation, $(1-c)(xb-4J)$ and $J(1-c)^2$, and combines them linearly.

`canting_angle` first turns the minimum into a value of `groundEnergy` by `csInf_eq`, which identifies a least element with the infimum. Equality of energies then forces $2J(c-xb/(4J))^2=0$. As $2J\neq 0$, the square vanishes, and so does its base. The converse is substitution.

In `strictConcaveOn_groundEnergy`, the equations `e1`, `e2` and `e3` insert the closed form at $p$, at $q$ and at the mean doping $up+vq$, which lies in the interval because the interval is convex. The statement `hgap` is the identity for the gap between curve and chord, proved after substituting $v=1-u$, and `hpos` says that the gap is positive.

`phase_separation` begins with `key`, which produces the angle $t_*$ together with the fact that $\cos(t_*/2)\ne pb/(4J)$. The call to `le_total` splits the argument into the canted and ferromagnetic cases for $x$. After that, `h1` is the strict inequality at $p$, obtained from `groundEnergy_le` and `canting_angle`, and `h2` is the weak inequality at $q$. The identity `haff` is the lever rule at fixed angle. The last lines multiply `h1` by a positive weight and `h2` by a non-negative one, and add the results.

`end_phase_gain` evaluates `isLeast_canted` at $x$, $0$ and $4J/b$. The upper end belongs to the canted range, so the ferromagnetic theorem is not needed, and algebra gives the stated difference.
